# An upper bound on the extra levels a separable potential puts below any energy, in a finite basis

Let $H_0$ and $dV$ be Hermitian matrices, and let $\Phi$ be a rectangular matrix whose columns are partial waves, such that $M=\Phi^\dagger\,dV\,\Phi$ is invertible. Put $V_B=dV\,\Phi M^{-1}\Phi^\dagger\,dV$. Then, for every real energy $t$, the Hamiltonian $H_0+V_B$ has at most

$$k=p(dV)-p(M)$$

more eigenvalues below $t$ than $H_0+dV$, where $p$ counts positive eigenvalues and all counts include multiplicity.

In electronic-structure calculations a nonlocal potential $dV$ is often replaced by a separable one, which is cheaper to apply. Since $V_B\Phi=dV\,\Phi M^{-1}M=dV\,\Phi$, the replacement acts correctly on the partial waves. On other states it may differ, and unwanted low levels, called ghost states, can appear. The theorem limits the net excess of levels below any energy, for one-electron Hamiltonians in a finite orthonormal basis. For a fixed set of partial waves, $p(dV)$ and with it $k$ can grow as the basis is enlarged, and a large $k$ excludes little. The complete-basis limit is not treated, and the overlap matrix of ultrasoft and projector augmented-wave (PAW) schemes is absent.

## The matrices and the counts

```lean
import Mathlib

open Matrix

namespace PAWGhostStates

noncomputable section

variable {n m : Type*} [Fintype n] [DecidableEq n] [Fintype m] [DecidableEq m]
```

The finite index sets `n` and `m` label the basis states and the partial waves. Below, $n$ and $m$ also denote their sizes.

```lean
/-- The expectation value `⟨x, A x⟩` (its real part) in an unnormalised state `x`. -/
def expect (A : Matrix n n ℂ) (x : n → ℂ) : ℝ := (star x ⬝ᵥ A *ᵥ x).re
```

This is $\mathrm{Re}\,x^\dagger A x$. The symbol `*ᵥ` applies a matrix to a vector, and `⬝ᵥ` is a dot product without conjugation, hence the `star`. The state need not be normalised: for Hermitian $A$ and $x\neq0$ the usual expectation value is `expect A x / expect 1 x`.

```lean
/-- The number of eigenvalues of a Hermitian matrix below `t`, with multiplicity. -/
def levelsBelow {A : Matrix n n ℂ} (hA : A.IsHermitian) (t : ℝ) : ℕ :=
  Fintype.card {i // hA.eigenvalues i < t}
```

This is the number of eigenvalues strictly below $t$, which is an energy and not a time. The argument `hA` is a proof that $A$ is Hermitian, and it gives access to the real eigenvalues.

```lean
/-- The number of positive eigenvalues of a Hermitian matrix, with multiplicity. -/
def positiveLevels {A : Matrix n n ℂ} (hA : A.IsHermitian) : ℕ :=
  Fintype.card {i // 0 < hA.eigenvalues i}
```

This is $p(A)$.

```lean
/-- The matrix `M = Φᴴ dV Φ` of the potential `dV` between the partial waves `Φ`. -/
def coupling (dV : Matrix n n ℂ) (Φ : Matrix n m ℂ) : Matrix m m ℂ := Φᴴ * dV * Φ
```

The name `coupling` stands for $M$, with entries $M_{ij}=\langle\phi_i|dV|\phi_j\rangle$; `ᴴ` is the adjoint. The single symbol `dV` is a matrix, not a differential.

```lean
/-- The separable potential `V_B = dV Φ M⁻¹ Φᴴ dV`, for invertible `M = Φᴴ dV Φ`. -/
def separable (dV : Matrix n n ℂ) (Φ : Matrix n m ℂ) : Matrix n n ℂ :=
  dV * Φ * (coupling dV Φ)⁻¹ * Φᴴ * dV
```

For one partial wave $\phi$ this is the familiar form $dV|\phi\rangle\langle\phi|dV/\langle\phi|dV|\phi\rangle$. Invertibility of $M$ means that there is no nonzero coefficient vector $d$ for which $dV\,\Phi d$ is orthogonal to every partial wave.

```lean
/-- The amplitudes of a state in the eigenvector basis of a Hermitian matrix. -/
def amp {A : Matrix n n ℂ} (hA : A.IsHermitian) : (n → ℂ) →ₗ[ℂ] (n → ℂ) :=
  ((hA.eigenvectorUnitary : Matrix n n ℂ)ᴴ).mulVecLin
```

If $A=U\,\mathrm{diag}(\lambda_i)\,U^\dagger$, the amplitudes are $\alpha=U^\dagger x$. They are defined as a linear map because they will serve as linear conditions on $x$.

```lean
omit [DecidableEq n] [Fintype m] [DecidableEq m] in
/-- For Hermitian `dV` the matrix `M` is Hermitian. -/
theorem coupling_herm {dV : Matrix n n ℂ} (hV : dV.IsHermitian) (Φ : Matrix n m ℂ) :
    (coupling dV Φ).IsHermitian :=
  Matrix.isHermitian_conjTranspose_mul_mul Φ hV
```

$M^\dagger=\Phi^\dagger dV^\dagger\Phi=M$.

```lean
/-- For Hermitian `dV` the separable potential is Hermitian. -/
theorem separable_herm {dV : Matrix n n ℂ} (hV : dV.IsHermitian) (Φ : Matrix n m ℂ) :
    (separable dV Φ).IsHermitian := by
  have hi := (coupling_herm hV Φ).inv.eq
  unfold Matrix.IsHermitian separable
  simp only [conjTranspose_mul, conjTranspose_conjTranspose, hi, hV.eq, Matrix.mul_assoc]
```

$M^{-1}$ is then Hermitian too, and reversing the factors of $V_B$ under the adjoint returns $V_B$.

```lean
/-- A matrix moves to the other side of an inner product as its adjoint. -/
theorem adj {k l : Type*} [Fintype k] [Fintype l] (B : Matrix k l ℂ)
    (u : l → ℂ) (w : k → ℂ) : star (B *ᵥ u) ⬝ᵥ w = star u ⬝ᵥ (Bᴴ *ᵥ w) := by
  rw [Matrix.star_mulVec, Matrix.dotProduct_mulVec]
```

This is $\langle Bu,w\rangle=\langle u,B^\dagger w\rangle$.

## Signs from amplitudes

```lean
/-- For Hermitian `A`, the expectation value of `t + a A` is the sum of `t + a λᵢ` over the
eigenvalues `λᵢ` of `A`, weighted by the squared amplitudes. -/
theorem expect_spectral {A : Matrix n n ℂ} (hA : A.IsHermitian) (t a : ℝ) (x : n → ℂ) :
    t * expect 1 x + a * expect A x
      = ∑ i, (t + a * hA.eigenvalues i) * ‖amp hA x i‖ ^ 2 := by
  let U : Matrix n n ℂ := hA.eigenvectorUnitary
  have hU : U * Uᴴ = 1 := Matrix.mem_unitaryGroup_iff.1 hA.eigenvectorUnitary.2
  have hs : A = U * diagonal (fun i => (hA.eigenvalues i : ℂ)) * Uᴴ := by
    have h := hA.spectral_theorem
    rw [Unitary.conjStarAlgAut_apply] at h
    exact h
  have hd : ∀ (d : n → ℝ) (c : n → ℂ),
      (star c ⬝ᵥ diagonal (fun i => (d i : ℂ)) *ᵥ c).re = ∑ i, d i * ‖c i‖ ^ 2 := by
    intro d c
    simp only [dotProduct, mulVec_diagonal, Complex.re_sum]
    refine Finset.sum_congr rfl fun i _ => ?_
    rw [← Complex.normSq_eq_norm_sq, Complex.normSq_apply]
    simp
    ring
  have h1 : expect 1 x = ∑ i, ‖amp hA x i‖ ^ 2 := by
    have h := hd (fun _ => 1) (Uᴴ *ᵥ x)
    simp only [Complex.ofReal_one, diagonal_one, one_mulVec, one_mul, adj,
      conjTranspose_conjTranspose, mulVec_mulVec, hU] at h
    simp only [expect, one_mulVec]
    exact h
  have h2 : expect A x = ∑ i, hA.eigenvalues i * ‖amp hA x i‖ ^ 2 := by
    have h := hd hA.eigenvalues (Uᴴ *ᵥ x)
    rw [adj, conjTranspose_conjTranspose, mulVec_mulVec, mulVec_mulVec] at h
    exact (congrArg (fun B => (star x ⬝ᵥ B *ᵥ x).re) hs).trans h
  rw [h1, h2, Finset.mul_sum, Finset.mul_sum, ← Finset.sum_add_distrib]
  exact Finset.sum_congr rfl fun i _ => by ring
```

By hand, with $\alpha=U^\dagger x$,

$$\langle x,x\rangle=\sum_i|\alpha_i|^2,\qquad \langle x,Ax\rangle=\sum_i\lambda_i|\alpha_i|^2 .$$

Multiplying the first by $t$ and the second by a real number $a$, and adding, gives

$$t\langle x,x\rangle+a\langle x,Ax\rangle=\sum_i(t+a\lambda_i)|\alpha_i|^2 .$$

In the proof, `hs` is the spectral decomposition, `hd` evaluates a diagonal matrix, and `h1` and `h2` are the two sums. Only two choices are needed later: $a=-1$ gives $t-A$, and $t=0$, $a=1$ gives $A$ itself.

```lean
/-- For Hermitian `A`, a nonzero state without amplitude on the nonpositive eigenvalues of
`t + a A` gives `t + a A` a positive expectation value. -/
theorem pos_of_amp {A : Matrix n n ℂ} (hA : A.IsHermitian) (t a : ℝ) {x : n → ℂ}
    (h : ∀ i, t + a * hA.eigenvalues i ≤ 0 → amp hA x i = 0) (hx : x ≠ 0) :
    0 < t * expect 1 x + a * expect A x := by
  rw [expect_spectral hA]
  have hne : ∃ i, amp hA x i ≠ 0 := by
    by_contra hc
    push Not at hc
    have h0 : (hA.eigenvectorUnitary : Matrix n n ℂ)ᴴ *ᵥ x = 0 := funext hc
    have hU : (hA.eigenvectorUnitary : Matrix n n ℂ) *
        (hA.eigenvectorUnitary : Matrix n n ℂ)ᴴ = 1 :=
      Matrix.mem_unitaryGroup_iff.1 hA.eigenvectorUnitary.2
    apply hx
    rw [← one_mulVec x, ← hU, ← mulVec_mulVec, h0, mulVec_zero]
  obtain ⟨i, hi⟩ := hne
  refine Finset.sum_pos' (fun j _ => ?_) ⟨i, Finset.mem_univ i, ?_⟩
  · rcases le_or_gt (t + a * hA.eigenvalues j) 0 with hj | hj
    · simp [h j hj]
    · positivity
  · have hw : 0 < t + a * hA.eigenvalues i := not_le.1 fun hj => hi (h i hj)
    have := norm_pos_iff.2 hi
    positivity
```

Suppose that $\alpha_i=0$ wherever $t+a\lambda_i\le0$. Every term of the sum is then nonnegative. If $x\ne0$, some $\alpha_i$ is nonzero, because $x=U\alpha$; its weight must be positive, and so is the sum. The step `hne` finds this amplitude.

```lean
/-- For Hermitian `A`, a state without amplitude on the positive eigenvalues of `t + a A` gives
`t + a A` a nonpositive expectation value. -/
theorem nonpos_of_amp {A : Matrix n n ℂ} (hA : A.IsHermitian) (t a : ℝ) {x : n → ℂ}
    (h : ∀ i, 0 < t + a * hA.eigenvalues i → amp hA x i = 0) :
    t * expect 1 x + a * expect A x ≤ 0 := by
  rw [expect_spectral hA]
  refine Finset.sum_nonpos fun j _ => ?_
  rcases le_or_gt (t + a * hA.eigenvalues j) 0 with hj | hj
  · exact mul_nonpos_of_nonpos_of_nonneg hj (sq_nonneg _)
  · simp [h j hj]
```

If instead the amplitudes vanish wherever the weight is positive, no term is positive, and the sum is at most zero.

```lean
/-- In finite dimension, fewer linear conditions than dimensions leave a nonzero state that meets
them all. -/
theorem exists_state {V ι : Type*} [AddCommGroup V] [Module ℂ V] [FiniteDimensional ℂ V]
    [Fintype ι] (f : ι → V →ₗ[ℂ] ℂ) (h : Fintype.card ι < Module.finrank ℂ V) :
    ∃ v, v ≠ 0 ∧ ∀ i, f i v = 0 := by
  by_contra hc
  push Not at hc
  have hinj : Function.Injective (LinearMap.pi f) := by
    refine (injective_iff_map_eq_zero _).2 fun v hv => ?_
    by_contra hne
    obtain ⟨i, hi⟩ := hc v hne
    exact hi (congrFun hv i)
  have := LinearMap.finrank_le_finrank_of_injective hinj
  rw [Module.finrank_fintype_fun_eq_card] at this
  omega
```

Collect the conditions $f_i(v)=0$ into one linear map from $V$ to $\mathbb C^{\iota}$. If only $v=0$ met them all, the map would be injective, and $\dim V$ could not exceed the number of conditions. That contradicts the hypothesis `h`.

## Completing the square

```lean
/-- Completing the square: for Hermitian `dV` and invertible `M`, the expectation value of `dV`
splits into one of `dV - V_B` and one of `M`. -/
theorem expect_split {dV : Matrix n n ℂ} (hV : dV.IsHermitian) {Φ : Matrix n m ℂ}
    (hM : IsUnit (coupling dV Φ).det) (x : n → ℂ) (d : m → ℂ) :
    expect dV (x + Φ *ᵥ d) = expect (dV - separable dV Φ) x
      + expect (coupling dV Φ) (d + ((coupling dV Φ)⁻¹ * Φᴴ * dV) *ᵥ x) := by
  have hi := (coupling_herm hV Φ).inv.eq
  have hc : ∀ w, coupling dV Φ *ᵥ ((coupling dV Φ)⁻¹ *ᵥ w) = w := fun w => by
    rw [mulVec_mulVec, mul_nonsing_inv _ hM, one_mulVec]
  have hc' : ∀ w, (coupling dV Φ)⁻¹ *ᵥ (coupling dV Φ *ᵥ w) = w := fun w => by
    rw [mulVec_mulVec, nonsing_inv_mul _ hM, one_mulVec]
  have hd : coupling dV Φ *ᵥ d = Φᴴ *ᵥ (dV *ᵥ (Φ *ᵥ d)) := by
    simp only [coupling, mulVec_mulVec, Matrix.mul_assoc]
  unfold expect
  rw [← Complex.add_re]
  congr 1
  simp only [separable, sub_mulVec, ← mulVec_mulVec, star_add, mulVec_add, add_dotProduct,
    dotProduct_add, dotProduct_sub, adj, hi, hV.eq, conjTranspose_conjTranspose, hc, hc']
  rw [hd]
  ring
```

For a coefficient vector $d$, set $c=d+M^{-1}\Phi^\dagger dV\,x$. Since $M$ and $M^{-1}$ are Hermitian,

$$\langle c,Mc\rangle=\langle d,Md\rangle+\langle d,\Phi^\dagger dV x\rangle+\langle x,dV\,\Phi d\rangle+\langle x,V_Bx\rangle .$$

Direct expansion gives

$$\langle x+\Phi d,\,dV(x+\Phi d)\rangle=\langle x,dV x\rangle+\langle x,dV\,\Phi d\rangle+\langle d,\Phi^\dagger dV x\rangle+\langle d,Md\rangle .$$

Subtracting the first line from the second leaves

$$\langle x+\Phi d,\,dV(x+\Phi d)\rangle=\langle x,(dV-V_B)x\rangle+\langle c,Mc\rangle .$$

The Lean proof makes the same expansion with `simp only`, using `hc` and `hc'` to cancel $M$ against $M^{-1}$, and `ring` compares the terms.

## The bound by counting conditions

```lean
/-- For Hermitian `H0`, `dV` and invertible `M`, the Hamiltonian `H0 + V_B` has at most `k` more
eigenvalues below `t` than `H0 + dV`, where `k` is the number of positive eigenvalues of `dV` minus
that of `M`. -/
theorem ghost_bound {H0 dV : Matrix n n ℂ} (hH : H0.IsHermitian) (hV : dV.IsHermitian)
    {Φ : Matrix n m ℂ} (hM : IsUnit (coupling dV Φ).det) (t : ℝ) :
    (levelsBelow (hH.add (separable_herm hV Φ)) t : ℤ) - levelsBelow (hH.add hV) t
      ≤ positiveLevels hV - positiveLevels (coupling_herm hV Φ) := by
  by_contra hcon
  let hB := hH.add (separable_herm hV Φ)
  let hA := hH.add hV
  let hC := coupling_herm hV Φ
  let C : (n → ℂ) × (m → ℂ) →ₗ[ℂ] (m → ℂ) := LinearMap.snd ℂ _ _ +
    ((coupling dV Φ)⁻¹ * Φᴴ * dV).mulVecLin ∘ₗ LinearMap.fst ℂ _ _
  let Y : (n → ℂ) × (m → ℂ) →ₗ[ℂ] (n → ℂ) :=
    LinearMap.fst ℂ _ _ + Φ.mulVecLin ∘ₗ LinearMap.snd ℂ _ _
  -- there are fewer conditions on the pair `(x, d)` than unknowns
  obtain ⟨⟨x, d⟩, hne, hv⟩ := exists_state
    (Sum.elim (fun i : {i // ¬ hB.eigenvalues i < t} =>
        LinearMap.proj i.1 ∘ₗ amp hB ∘ₗ LinearMap.fst ℂ (n → ℂ) (m → ℂ))
      (Sum.elim (fun i : {i // hA.eigenvalues i < t} =>
        LinearMap.proj i.1 ∘ₗ amp hA ∘ₗ LinearMap.fst ℂ (n → ℂ) (m → ℂ))
      (Sum.elim (fun j : {j // ¬ 0 < hC.eigenvalues j} => LinearMap.proj j.1 ∘ₗ amp hC ∘ₗ C)
        (fun i : {i // 0 < hV.eigenvalues i} => LinearMap.proj i.1 ∘ₗ amp hV ∘ₗ Y))))
    (by
      have h1 := Fintype.card_subtype_le (fun i => hB.eigenvalues i < t)
      have h2 := Fintype.card_subtype_le (fun j => 0 < hC.eigenvalues j)
      simp only [Fintype.card_sum, Module.finrank_prod, Module.finrank_fintype_fun_eq_card,
        Fintype.card_subtype_compl]
      simp only [levelsBelow, positiveLevels] at hcon
      omega)
  -- the conditions fix the signs of four expectation values
  have q1 := pos_of_amp hB t (-1) (x := x)
    (fun i hi => hv (Sum.inl ⟨i, by linarith⟩))
  have q2 := nonpos_of_amp hA t (-1) (x := x)
    (fun i hi => hv (Sum.inr (Sum.inl ⟨i, by linarith⟩)))
  have q3 := pos_of_amp hC 0 1 (x := d + ((coupling dV Φ)⁻¹ * Φᴴ * dV) *ᵥ x)
    (fun i hi => hv (Sum.inr (Sum.inr (Sum.inl ⟨i, by linarith⟩))))
  have q4 := nonpos_of_amp hV 0 1 (x := x + Φ *ᵥ d)
    (fun i hi => hv (Sum.inr (Sum.inr (Sum.inr ⟨i, by linarith⟩))))
  -- completing the square shows that these signs are incompatible
  have hsq := expect_split hV hM x d
  by_cases hx : x = 0
  · subst hx
    have hd : d ≠ 0 := fun h => hne (by rw [h]; rfl)
    have h0 : expect (dV - separable dV Φ) 0 = 0 := by simp [expect]
    have := q3 (by simpa using hd)
    linarith
  · have p1 := q1 hx
    have p3 : 0 ≤ expect (coupling dV Φ) (d + ((coupling dV Φ)⁻¹ * Φᴴ * dV) *ᵥ x) := by
      by_cases hc : d + ((coupling dV Φ)⁻¹ * Φᴴ * dV) *ᵥ x = 0
      · rw [hc]; simp [expect]
      · linarith [q3 hc]
    have e : expect (dV - separable dV Φ) x
        = expect (H0 + dV) x - expect (H0 + separable dV Φ) x := by
      simp only [expect, sub_mulVec, add_mulVec, dotProduct_add, dotProduct_sub,
        Complex.add_re, Complex.sub_re]
      ring
    linarith

end

end PAWGhostStates
```

```lean
#print axioms PAWGhostStates.separable_herm
#print axioms PAWGhostStates.ghost_bound
```

```
'PAWGhostStates.separable_herm' depends on axioms: [propext, Classical.choice, Quot.sound]
'PAWGhostStates.ghost_bound' depends on axioms: [propext, Classical.choice, Quot.sound]
```

The hypotheses `hH` and `hV` say that $H_0$ and $dV$ are Hermitian, and `hM` says that $\det M$ is invertible. The type `ℤ` makes both differences integer differences, so a negative value is not cut off at zero.

Write $N_B$ and $N_A$ for the numbers of eigenvalues below $t$ of $H_0+V_B$ and $H_0+dV$. If the bound failed, then $N_B+p(M)>N_A+p(dV)$. Impose these conditions on a pair $(x,d)$, which has $n+m$ complex components:

- $x$ has no amplitude on eigenvalues of $H_0+V_B$ at or above $t$: $n-N_B$ conditions.
- $x$ has no amplitude on eigenvalues of $H_0+dV$ below $t$: $N_A$ conditions.
- $c$ has no amplitude on nonpositive eigenvalues of $M$: $m-p(M)$ conditions.
- $x+\Phi d$ has no amplitude on positive eigenvalues of $dV$: $p(dV)$ conditions.

Their total is less than $n+m$, so `exists_state` supplies a nonzero pair that meets them all. In the code, `C` and `Y` are the maps from $(x,d)$ to $c$ and to $x+\Phi d$, the nested `Sum.elim` lists the four groups, and `omega` does the count.

The facts `q1` to `q4` give the signs. If $x\neq0$, the first two groups imply

$$\langle x,(H_0+V_B)x\rangle<t\langle x,x\rangle\le\langle x,(H_0+dV)x\rangle,$$

so $\langle x,(dV-V_B)x\rangle>0$. The third gives $\langle c,Mc\rangle\ge0$, and the fourth gives $\langle x+\Phi d,dV(x+\Phi d)\rangle\le0$. The completed square would equate a nonpositive number with a positive one. If $x=0$, then $c=d\neq0$, so $\langle c,Mc\rangle>0$ while the other term on the right vanishes: the same contradiction.

The theorem compares numbers of levels; it does not say which level is a ghost. When $k=0$, there is no excess below any energy.

## No partial waves, and a two-level ghost

With no partial waves, $m=0$, the empty matrix $M$ is invertible and $V_B=0$. The bound then says that $H_0$ has at most $p(dV)$ more levels below $t$ than $H_0+dV$: a perturbation with $p(dV)$ positive eigenvalues can lift at most that many levels from below $t$ to $t$ or above.

For a numerical instance take $H_0=0$, $dV=\mathrm{diag}(1,-2)$ and one partial wave $\phi=(1,1)^T$. Then $M=1-2=-1$, $dV\phi=(1,-2)^T$ and

$$V_B=-\begin{pmatrix}1\\-2\end{pmatrix}\begin{pmatrix}1&-2\end{pmatrix}=\begin{pmatrix}-1&2\\2&-4\end{pmatrix},$$

with eigenvalues $-5$ and $0$, against $-2$ and $1$ for $dV$. Here $k=1-0=1$. Below $t=-3$ the separable Hamiltonian has one level and the original has none, so the bound is attained.

With $\phi=(2,1)^T$ instead, $M=4-2=2$ and $k=0$. The eigenvalues of $V_B$ are now $0$ and $4$, and at no energy does the separable Hamiltonian have more levels below than the original.
